# A zero block in an N × N unitary scattering matrix has at most N rows and columns in total, and at N the complementary block vanishes too

Before optimising a lossless multiport device so that chosen inputs send nothing to chosen outputs, one can count channels. If the chosen outputs and inputs together outnumber the channels of the device, no setting of its parameters meets the target. If they exactly match that number, any setting that meets the target also makes the remaining inputs send nothing to the remaining outputs, whether or not this was wanted.

Let $S$ be the scattering matrix, with $S_{ij}$ the amplitude from input channel $j$ to output channel $i$. Let $P$ be a set of $p$ outputs, $Q$ a set of $q$ inputs, and $P^c$, $Q^c$ their complements among the $N$ channels. If $S$ is unitary and $S_{ij}=0$ for all $i\in P$, $j\in Q$, then $p+q\le N$, and $p+q=N$ forces $S_{ij}=0$ for all $i\in P^c$, $j\in Q^c$. In coherent, non-interacting transport at a fixed energy with finitely many open channels, this provides a check on computed scattering matrices and on isolation targets.

## Finitely many channels, the same for input and output

The type `n` labels the channels. One label serves both the incoming and the outgoing wave of a channel, so $S$ is square and $S_{ii}$ is a reflection amplitude. The sets $P$ and $Q$ may overlap, in which case a zero block includes vanishing reflections.

In Lean 4 with Mathlib:

```lean
import Mathlib

open Matrix

namespace ScatteringIsolation

noncomputable section

variable {n : Type*}
```

Finiteness enters the code later, as `[Fintype n]`, and $N$ is `Fintype.card n`. The derivation uses it when it counts $|Q^c|=N-q$. With infinitely many channels the conclusion about complementary groups can fail. Take channels labelled by all integers and let $S$ send each input $j$ to output $j+1$. This $S$ is unitary, and the channels $j\ge 0$ send nothing to the channels $j<0$, yet they receive everything that enters in channel $-1$.

## A block of exact zeros

Isolation means that every amplitude in the block vanishes. The selected outputs then stay dark for any coherent superposition of the selected inputs.

```lean
/-- The outputs in `P` receive no amplitude from the inputs in `Q`. -/
def Isolated (S : Matrix n n ℂ) (P Q : Finset n) : Prop :=
  ∀ i ∈ P, ∀ j ∈ Q, S i j = 0
```

The derivation works with the total weight of a block,
$$W(P,Q)=\sum_{i\in P}\sum_{j\in Q}|S_{ij}|^2 ,$$
called `blockPower` in the code. It adds the probabilities for unit flux in each input of $Q$ separately, so it can exceed one. When $P$ and $Q$ belong to two different leads, it is the transmission summed over their channels.

```lean
/-- The sum of the squared moduli of the amplitudes from the inputs in `Q` to the outputs in `P`. -/
def blockPower (S : Matrix n n ℂ) (P Q : Finset n) : ℝ :=
  ∑ i ∈ P, ∑ j ∈ Q, ‖S i j‖ ^ 2
```

A sum of nonnegative terms is zero exactly when each term is zero, and $|S_{ij}|^2=0$ exactly when $S_{ij}=0$. Hence $W(P,Q)=0$ is equivalent to isolation. The proof applies the first fact twice, to the outer sum over outputs and then to the inner sum over inputs. The converse substitutes the zeros.

```lean
/-- The squared moduli of the amplitudes in a block sum to zero exactly when the block is isolated.
-/
theorem blockPower_eq_zero_iff (S : Matrix n n ℂ) (P Q : Finset n) :
    blockPower S P Q = 0 ↔ Isolated S P Q := by
  unfold blockPower Isolated
  constructor
  · intro h i hi j hj
    -- a vanishing sum of nonnegative terms vanishes term by term
    have h1 := (Finset.sum_eq_zero_iff_of_nonneg (s := P)
      (f := fun i => ∑ j ∈ Q, ‖S i j‖ ^ 2)
      (fun i _ => Finset.sum_nonneg fun j _ => sq_nonneg _)).mp h i hi
    have h2 := (Finset.sum_eq_zero_iff_of_nonneg (s := Q)
      (f := fun j => ‖S i j‖ ^ 2) (fun j _ => sq_nonneg _)).mp h1 j hj
    simpa using h2
  · intro h
    exact Finset.sum_eq_zero fun i hi => Finset.sum_eq_zero fun j hj => by
      simp [h i hi j hj]
```

This equivalence is used in both directions: it turns the assumed zeros into $W(P,Q)=0$, and it turns $W(P^c,Q^c)=0$ back into vanishing amplitudes. If the block is only nearly dark, the balance derived below still tells how much weight the complementary block carries.

## Unitarity: no flux is lost or gained

The hypothesis `S ∈ Matrix.unitaryGroup n ℂ` stands for flux conservation among the listed channels. It presupposes flux-normalised amplitudes and a list that contains every open channel; absorption or flux escaping into an omitted lead breaks it. It is assumed here and not derived from a Hamiltonian. Reciprocity, $S_{ij}=S_{ji}$, is not assumed, so magnetic fields are allowed.

By hand, the diagonal entries of $SS^\dagger=1$ give
$$1=\sum_j S_{ij}S_{ij}^*=\sum_j|S_{ij}|^2 ,$$
one equation for each output $i$. In the code, `Matrix.mem_unitaryGroup_iff` supplies the matrix identity, `congrArg` selects its diagonal entry, and `Complex.mul_conj` turns $zz^*$ into $|z|^2$.

```lean
variable [Fintype n] [DecidableEq n]

/-- For a unitary scattering matrix, the squared moduli of the amplitudes into any one output sum to
one. -/
theorem output_sum {S : Matrix n n ℂ} (hS : S ∈ Matrix.unitaryGroup n ℂ) (i : n) :
    ∑ j, ‖S i j‖ ^ 2 = 1 := by
  have h := congrArg (fun M : Matrix n n ℂ => M i i) (Matrix.mem_unitaryGroup_iff.mp hS)
  simp only [Matrix.mul_apply, Matrix.star_apply, Matrix.one_apply_eq] at h
  apply Complex.ofReal_injective
  push_cast
  refine Eq.trans (Finset.sum_congr rfl fun j _ => ?_) h
  have hz := Complex.mul_conj (S i j)
  rw [Complex.normSq_eq_norm_sq] at hz
  push_cast at hz
  exact hz.symm
```

The other order, $S^\dagger S=1$, gives $\sum_i|S_{ij}|^2=1$ for each input $j$. The proof is the same, starting from the primed lemma.

```lean
/-- For a unitary scattering matrix, the squared moduli of the amplitudes out of any one input sum
to one. -/
theorem input_sum {S : Matrix n n ℂ} (hS : S ∈ Matrix.unitaryGroup n ℂ) (j : n) :
    ∑ i, ‖S i j‖ ^ 2 = 1 := by
  have h := congrArg (fun M : Matrix n n ℂ => M j j) (Matrix.mem_unitaryGroup_iff'.mp hS)
  simp only [Matrix.mul_apply, Matrix.star_apply, Matrix.one_apply_eq] at h
  apply Complex.ofReal_injective
  push_cast
  refine Eq.trans (Finset.sum_congr rfl fun i _ => ?_) h
  have hz := Complex.mul_conj (S i j)
  rw [Complex.normSq_eq_norm_sq] at hz
  push_cast at hz
  rw [mul_comm]
  exact hz.symm
```

Now sum the output equations over $P$, splitting the inputs into $Q$ and $Q^c$:
$$W(P,Q)+W(P,Q^c)=p .$$
Then sum the input equations over $Q^c$, splitting the outputs into $P$ and $P^c$:
$$W(P,Q^c)+W(P^c,Q^c)=N-q .$$
Subtracting the second from the first removes the shared block $W(P,Q^c)$ and leaves
$$W(P,Q)+N=W(P^c,Q^c)+p+q .$$

This holds for any two sets of channels, isolated or not. The two sums appear in the proof as `hP` and `hQ`, where `Finset.sum_comm` exchanges the order of summation in the second. The count $q+|Q^c|=N$ is `hN`, and `linarith` performs the subtraction.

```lean
/-- For a unitary scattering matrix, the powers of a block and of its complementary block
differ by the number of selected outputs plus selected inputs minus the number of channels. -/
theorem block_balance {S : Matrix n n ℂ} (hS : S ∈ Matrix.unitaryGroup n ℂ)
    (P Q : Finset n) :
    blockPower S P Q + Fintype.card n = blockPower S Pᶜ Qᶜ + (P.card + Q.card) := by
  -- the outputs in `P` collect total probability `|P|`
  have hP : blockPower S P Q + blockPower S P Qᶜ = P.card := by
    unfold blockPower
    have h : ∀ i ∈ P, (∑ j ∈ Q, ‖S i j‖ ^ 2) + (∑ j ∈ Qᶜ, ‖S i j‖ ^ 2) = 1 :=
      fun i _ => (Finset.sum_add_sum_compl Q (fun j => ‖S i j‖ ^ 2)).trans (output_sum hS i)
    rw [← Finset.sum_add_distrib, Finset.sum_congr rfl h]
    simp
  -- the inputs outside `Q` emit total probability `|Qᶜ|`
  have hQ : blockPower S P Qᶜ + blockPower S Pᶜ Qᶜ = (Qᶜ).card := by
    unfold blockPower
    rw [Finset.sum_add_sum_compl P (fun i => ∑ j ∈ Qᶜ, ‖S i j‖ ^ 2), Finset.sum_comm,
      Finset.sum_congr rfl (fun j _ => input_sum hS j)]
    simp
  have hN : (Q.card : ℝ) + ((Qᶜ).card : ℝ) = Fintype.card n := by
    exact_mod_cast Finset.card_add_card_compl Q
  linarith
```

Choosing $P=A$ and $Q=A^c$ gives $p+q=N$, so $W(A,A^c)=W(A^c,A)$. In a lossless two-lead device the summed transmissions in the two directions are therefore equal, even if the leads have different numbers of open channels.

Without unitarity both conclusions can fail. A perfect absorber has $S=0$, so every block is dark and the bound is violated for $P$ and $Q$ both equal to the full set when $N\ge1$. An ideal two-port isolator,
$$S=\begin{pmatrix}0&0\\1&0\end{pmatrix},$$
passes input 0 to output 1 and absorbs what enters at port 1. It has $S_{01}=0$ with $p+q=2=N$, but the complementary entry $S_{10}$ equals one.

The statement could also have been modelled with subspaces in place of channel sets: $S$ maps a $q$-dimensional space of inputs into the orthogonal complement of a $p$-dimensional space of outputs. That version would also allow selected spaces spanned by superpositions of channels, so it would not depend on the channel basis. Its bound would follow from a dimension count that needs only invertibility of $S$, while the conclusion about complements would still use orthogonality. The entrywise version keeps the balance in terms of the probabilities $|S_{ij}|^2$ between individual channels.

## When the selected channels add up to N

Insert $W(P,Q)=0$ into the balance:
$$N-(p+q)=W(P^c,Q^c)\ge0 .$$
The inequality is the bound. If $p+q=N$, the complementary weight is zero, and so is every amplitude in that block. The equality is thus a hypothesis of the second conclusion only, as the implication after `∧` shows.

In the proof, `hb` is the balance with the isolated block set to zero and `hn` is the nonnegativity of the complementary weight. The two branches after `constructor` are the two conclusions.

```lean
/-- If a unitary scattering matrix isolates the outputs `P` from the inputs `Q`, their numbers
add up to at most the number of channels; in case of equality the remaining outputs are
isolated from the remaining inputs. -/
theorem isolation_bound_and_complement {S : Matrix n n ℂ}
    (hS : S ∈ Matrix.unitaryGroup n ℂ) {P Q : Finset n} (h : Isolated S P Q) :
    P.card + Q.card ≤ Fintype.card n ∧
      (P.card + Q.card = Fintype.card n → Isolated S Pᶜ Qᶜ) := by
  have hb := block_balance hS P Q
  rw [(blockPower_eq_zero_iff S P Q).mpr h] at hb
  have hn : 0 ≤ blockPower S Pᶜ Qᶜ :=
    Finset.sum_nonneg fun i _ => Finset.sum_nonneg fun j _ => sq_nonneg _
  constructor
  · have hle : ((P.card + Q.card : ℕ) : ℝ) ≤ Fintype.card n := by
      push_cast
      linarith
    exact_mod_cast hle
  · intro hc
    have hc' : (P.card : ℝ) + Q.card = Fintype.card n := by exact_mod_cast hc
    exact (blockPower_eq_zero_iff S Pᶜ Qᶜ).mp (by linarith)
```

If instead $p+q<N$, the complementary block has weight $N-p-q>0$, so at least one of its amplitudes is nonzero. Setting $P=Q=A$ in the bound gives another consequence: if $A$ contains more than half of the channels, at least one amplitude $S_{ij}$ with $i,j\in A$ is nonzero, so some of what enters through the group can leave through it again.

For a group $A$ and its complement the equality is automatic, since $|A|+|A^c|=N$. Isolation in one direction is therefore equivalent to isolation in the other, whatever the sizes of the two groups. In `Isolated S Aᶜ A` the outputs come first, so it says that $A$ sends nothing to the rest. Each direction of the proof applies the preceding theorem, and `compl_compl` replaces $(A^c)^c$ by $A$.

```lean
/-- For a unitary scattering matrix, a group of channels `A` sends nothing to the remaining
channels exactly when it receives nothing from them. -/
theorem isolation_mutual {S : Matrix n n ℂ} (hS : S ∈ Matrix.unitaryGroup n ℂ)
    (A : Finset n) : Isolated S Aᶜ A ↔ Isolated S A Aᶜ := by
  have hc := Finset.card_add_card_compl A
  constructor
  · intro h
    have h' := (isolation_bound_and_complement hS h).2 (by omega)
    rwa [compl_compl] at h'
  · intro h
    have h' := (isolation_bound_and_complement hS h).2 hc
    rwa [compl_compl] at h'
```

## Enough outputs left for the selected inputs

The converse question is whether $p+q\le N$ leaves room for a lossless device with the desired dark block. Here the inequality is a hypothesis: at least $q$ outputs lie outside $P$, enough to receive the $q$ inputs separately. A suitable device is a pure routing of channels. For a permutation $\sigma$, let $S_{ij}=1$ if $i=\sigma(j)$ and $S_{ij}=0$ otherwise.

```lean
/-- The scattering matrix that sends each input `j` entirely to the output `σ j`. -/
def routing (σ : Equiv.Perm n) : Matrix n n ℂ :=
  Matrix.of fun i j => if i = σ j then 1 else 0
```

This matrix is unitary because
$$(S^\dagger S)_{ij}=\sum_k S_{ki}^*S_{kj}$$
has at most one nonzero term, at $k=\sigma(i)$. That term is one if $\sigma(i)=\sigma(j)$, which means $i=j$, and zero otherwise. `Finset.sum_eq_single` isolates the term in the code.

```lean
/-- Routing the channels by a permutation is a unitary scattering process. -/
theorem routing_unitary (σ : Equiv.Perm n) : routing σ ∈ Matrix.unitaryGroup n ℂ := by
  rw [Matrix.mem_unitaryGroup_iff']
  ext i j
  -- only the output reached from `i` contributes to the overlap
  rw [Matrix.mul_apply, Finset.sum_eq_single (σ i)]
  · simp [Matrix.star_apply, routing, Matrix.one_apply]
  · intro k _ hk
    simp [Matrix.star_apply, routing, hk]
  · simp
```

To build the dark block, choose a set $R\subseteq P^c$ with $|R|=q$, which is possible because $q\le N-p$. Match the inputs in $Q$ one-to-one with the outputs in $R$, and extend this matching to a permutation $\sigma$ of all channels. For $j\in Q$ the output $\sigma(j)$ then lies outside $P$, so $S_{ij}=0$ for every $i\in P$.

The proof follows the same order: `Finset.exists_subset_card_eq` provides `R`, `e` is the matching, and `e.extendSubtype` extends it. The theorem states the isolation, and `routing_unitary` supplies the unitarity of the same matrix.

```lean
/-- Whenever the numbers of selected outputs and inputs add up to at most the number of
channels, some channel permutation isolates them. -/
theorem isolation_bound_sharp (P Q : Finset n) (h : P.card + Q.card ≤ Fintype.card n) :
    ∃ σ : Equiv.Perm n, Isolated (routing σ) P Q := by
  have hc := Finset.card_add_card_compl P
  -- choose as many outputs outside `P` as there are inputs in `Q`
  obtain ⟨R, hR, hRc⟩ := Finset.exists_subset_card_eq (show Q.card ≤ (Pᶜ).card by omega)
  let e : {x // x ∈ Q} ≃ {x // x ∈ R} := Finset.equivOfCardEq hRc.symm
  obtain ⟨σ, hσ⟩ : ∃ σ : Equiv.Perm n, ∀ j ∈ Q, σ j ∈ R :=
    ⟨e.extendSubtype, fun j hj => e.extendSubtype_mem j hj⟩
  refine ⟨σ, fun i hi j hj => ?_⟩
  have hne : i ≠ σ j := by
    intro hij
    exact Finset.mem_compl.mp (hR (hσ j hj)) (hij ▸ hi)
  exact if_neg hne
```

If $p+q>N$, the earlier bound excludes every unitary matrix, routing or otherwise. The construction shows that a suitable unitary matrix exists; it does not say whether a given device architecture can realise it.

## A third port permits one-way isolation

Mutual isolation was obtained for two groups that together contain all channels. Two single ports in a larger device need not satisfy that condition. The ideal three-port circulator routes $0\to1\to2\to0$, with
$$S=\begin{pmatrix}0&0&1\\1&0&0\\0&1&0\end{pmatrix}.$$
Here $S_{01}=0$ while $S_{10}=1$: port 1 sends nothing to port 0, but port 0 sends everything to port 1. The matrix is unitary, and what enters at port 1 leaves at port 2 instead of being absorbed.

For $P=\{0\}$ and $Q=\{1\}$ we have $p+q=2<3$, so the conclusion about the complementary block does not apply. The balance gives that block a weight of $3-2=1$, which is the transmission from port 0 to port 1.

In the code, `finRotate 3` is the cyclic permutation. The proof evaluates the two matrix entries, with `decide` settling where ports 0 and 1 are sent.

```lean
/-- In the three-port circulator, output 0 is isolated from input 1, but output 1 is not
isolated from input 0. -/
theorem circulator_one_way :
    Isolated (routing (finRotate 3)) {0} {1} ∧
      ¬ Isolated (routing (finRotate 3)) {1} {0} := by
  have h1 : (0 : Fin 3) ≠ finRotate 3 1 := by decide
  have h2 : (1 : Fin 3) = finRotate 3 0 := by decide
  constructor
  · intro i hi j hj
    rw [Finset.mem_singleton] at hi hj
    subst hi hj
    show (if (0 : Fin 3) = finRotate 3 1 then (1 : ℂ) else 0) = 0
    rw [if_neg h1]
  · intro h
    have h3 := h 1 (Finset.mem_singleton_self _) 0 (Finset.mem_singleton_self _)
    have h4 : routing (finRotate 3) 1 0 = 1 := by
      show (if (1 : Fin 3) = finRotate 3 0 then (1 : ℂ) else 0) = 1
      rw [if_pos h2]
    rw [h4] at h3
    exact one_ne_zero h3

end

end ScatteringIsolation
```

```lean
#print axioms ScatteringIsolation.block_balance
#print axioms ScatteringIsolation.isolation_mutual
#print axioms ScatteringIsolation.isolation_bound_sharp
#print axioms ScatteringIsolation.circulator_one_way
```

```
'ScatteringIsolation.block_balance' depends on axioms: [propext, Classical.choice, Quot.sound]
'ScatteringIsolation.isolation_mutual' depends on axioms: [propext, Classical.choice, Quot.sound]
'ScatteringIsolation.isolation_bound_sharp' depends on axioms: [propext, Classical.choice, Quot.sound]
'ScatteringIsolation.circulator_one_way' depends on axioms: [propext, Classical.choice, Quot.sound]
```
